# For κ > 0 and Δ > 0, the damping factor 1 − exp(−κΔ) lies strictly between 0 and 1 and is at most κΔ

The theorem concerns the factor 1 − exp(−κΔ) that damps a pair with gap Δ. For real numbers κ > 0 and Δ > 0, it states that this factor is strictly positive, strictly less than 1, and no greater than κΔ. The gap enters only as a positive real number; no Hamiltonian, orbitals or energy expression are modelled. The attempt collects three facts about the exponential, namely that exp(−κΔ) is below 1, is positive, and is at least 1 − κΔ, and then leaves each of the three bounds to `linarith`.

The failing Lean file:

```lean
import Mathlib

open Filter Topology

namespace RegularizedDoubleHybrid

noncomputable section

/-- The damping factor `1 - exp(-κΔ)` of a pair with gap `Δ`. -/
def damping (κ Δ : ℝ) : ℝ := 1 - Real.exp (-(κ * Δ))

/-- For positive `κ` and a positive gap the damping factor lies strictly between 0 and 1 and is at
most `κΔ`. -/
theorem damping_bounds {κ Δ : ℝ} (hκ : 0 < κ) (hΔ : 0 < Δ) :
    0 < damping κ Δ ∧ damping κ Δ < 1 ∧ damping κ Δ ≤ κ * Δ := by
  have hx : 0 < κ * Δ := mul_pos hκ hΔ
  have h1 : Real.exp (-(κ * Δ)) < 1 := Real.exp_lt_one (by linarith)
  have h2 := Real.exp_pos (-(κ * Δ))
  have h3 := Real.add_one_le_exp (-(κ * Δ))
  unfold damping
  refine ⟨?_, ?_, ?_⟩ <;> linarith

end

end RegularizedDoubleHybrid
```

Compiling this gives:

```
Main.lean:17:39: error(lean.unknownIdentifier): Unknown constant `Real.exp_lt_one`
```

This version goes through:

```diff
@@ -15,5 +15,5 @@
     0 < damping κ Δ ∧ damping κ Δ < 1 ∧ damping κ Δ ≤ κ * Δ := by
   have hx : 0 < κ * Δ := mul_pos hκ hΔ
-  have h1 : Real.exp (-(κ * Δ)) < 1 := Real.exp_lt_one (by linarith)
+  have h1 : Real.exp (-(κ * Δ)) < 1 := Real.exp_lt_one_iff.mpr (by linarith)
   have h2 := Real.exp_pos (-(κ * Δ))
   have h3 := Real.add_one_le_exp (-(κ * Δ))
```

The message says that Lean finds no constant called `Real.exp_lt_one` in this environment. The failure is therefore one of naming: the inequality claimed in `h1` is true, but the lemma cited for it does not exist under that name.

The repair uses `Real.exp_lt_one_iff`, an equivalence saying that the exponential of a real number is less than 1 exactly when that number is negative. Its `.mpr` direction turns a proof of `-(κ * Δ) < 0` into the required `Real.exp (-(κ * Δ)) < 1`. The argument `by linarith` is unchanged, and it proves the negativity from `hx : 0 < κ * Δ`. The rest of the proof stays as it was.
